# Mixtures along a degenerate spin ladder from $S$ to $-S$ have one energy and reach every mean spin in $[-S,S]$

An open-shell atom or molecule whose Hamiltonian is invariant under rotations of the electron spins (no magnetic field, and no spin–orbit, dipolar spin–spin or hyperfine coupling) has degenerate levels: the members of a multiplet of spin $S$, with projections $S, S-1, \dots, -S$, share one energy. An ensemble of these members has a mean projection $s$ that need not be one of these projections; a hydrogen atom that is spin up and spin down with equal probability has $s=0$. The question is how the lowest ensemble energy depends on $s$. In finite dimension, for a Hamiltonian that commutes with spin lowering and a ground state of projection $S$ that survives $2S$ lowerings, it is constant on $[-S,S]$. This is the content of the constancy condition of spin-density functional theory, here for finite matrices and with only the total mean projection constrained.

## States, weights and mixtures

Operators are complex square matrices over a finite index set `n`, vectors are functions `n → ℂ`, and $\hbar=1$. In Lean `A *ᵥ v` is $Av$, and `star v ⬝ᵥ v` is $\langle v,v\rangle=\sum_i \bar v_i v_i$.

```lean
import Mathlib

open Matrix
open scoped ComplexOrder MatrixOrder

namespace FractionalSpin

noncomputable section

variable {n : Type*} [Fintype n] [DecidableEq n]
```

A lowering operator does not preserve norms, so each vector $v$ is replaced by $\hat v = v/\sqrt{\langle v,v\rangle}$. At $v=0$ the expression is still defined in Lean, where $0^{-1}=0$, and `normalise 0`, being a multiple of $v$, is the zero vector. It does not have unit norm, which is why the lemmas below require $v\neq0$.

```lean
/-- The vector `v` divided by its norm `√⟨v,v⟩`. -/
def normalise (v : n → ℂ) : n → ℂ := (((√(star v ⬝ᵥ v).re)⁻¹ : ℝ) : ℂ) • v
```

The pure state of $v$ is $P(v)=|\hat v\rangle\langle\hat v|$, with entries $\hat v_i\,\overline{\hat v_j}$.

```lean
/-- The pure-state matrix `|u⟩⟨u|` built from the normalised vector `u = v / ‖v‖`. -/
def pure (v : n → ℂ) : Matrix n n ℂ := vecMulVec (normalise v) (star (normalise v))
```

A density matrix $\Gamma$ satisfies $\Gamma\ge0$ and $\operatorname{tr}\Gamma=1$, where `PosSemidef` includes Hermiticity. The mean of an operator $A$ is $\operatorname{tr}(\Gamma A)$, written `(Γ * A).trace`.

```lean
/-- A density matrix: positive semidefinite with unit trace. -/
def IsDensity (Γ : Matrix n n ℂ) : Prop := Γ.PosSemidef ∧ Γ.trace = 1
```

For a natural number $m$, later equal to $2S$, weights are real numbers $w_0,\dots,w_m\ge0$ with $\sum_k w_k=1$. The index type `Fin (m + 1)` runs from $0$ to $m$.

```lean
/-- Probability weights on `0, …, m`: nonnegative and summing to one. -/
def IsWeight {m : ℕ} (w : Fin (m + 1) → ℝ) : Prop := (∀ k, 0 ≤ w k) ∧ ∑ k, w k = 1
```

Given a matrix $L$ and a vector $\psi$, the mixture is
$$\Gamma_w=\sum_{k=0}^{m} w_k\,P(L^k\psi).$$

```lean
/-- The mixture, with weights `w k`, of the normalised states `L^k ψ` for `0 ≤ k ≤ m`. -/
def mixture {m : ℕ} (L : Matrix n n ℂ) (ψ : n → ℂ) (w : Fin (m + 1) → ℝ) : Matrix n n ℂ :=
  ∑ k, (w k : ℂ) • pure (L ^ (k : ℕ) *ᵥ ψ)
```

## Lowering shifts eigenvalues and does not stop early

Let $A$ be a matrix and $a,c$ complex numbers with $[A,L]=AL-LA=cL$ and $A\psi=a\psi$. Then $AL=LA+cL$. If $AL^k\psi=(a+kc)L^k\psi$, it follows that
$$AL^{k+1}\psi=L\,(AL^k\psi)+cL^{k+1}\psi=\bigl(a+(k+1)c\bigr)L^{k+1}\psi ,$$
and the case $k=0$ is the hypothesis on $\psi$. In `ladder_eigen`, `hAL` is the rearranged commutator, `step` applies it to a vector, and the induction on `k` is the displayed line.

```lean
/-- If `[A, L] = c L` and `A ψ = a ψ`, then `A L^k ψ = (a + k c) L^k ψ`. -/
theorem ladder_eigen {A L : Matrix n n ℂ} {ψ : n → ℂ} {a c : ℂ}
    (hA : A * L - L * A = c • L) (hψ : A *ᵥ ψ = a • ψ) (k : ℕ) :
    A *ᵥ (L ^ k *ᵥ ψ) = (a + k * c) • (L ^ k *ᵥ ψ) := by
  have hAL : A * L = L * A + c • L := by rw [← hA]; abel
  have step : ∀ w, A *ᵥ (L *ᵥ w) = L *ᵥ (A *ᵥ w) + c • (L *ᵥ w) := by
    intro w
    rw [mulVec_mulVec, mulVec_mulVec, hAL, add_mulVec, smul_mulVec]
  induction k with
  | zero => simp [hψ]
  | succ k ih =>
    rw [pow_succ', ← mulVec_mulVec, step, ih, mulVec_smul, ← add_smul]
    congr 1
    push_cast
    ring
```

This equation would be empty if $L^k\psi$ vanished. Suppose $L^m\psi\neq0$ and $k\le m$, and write $m=j+k$. Then $L^m\psi=L^j(L^k\psi)$, so $L^k\psi=0$ would force $L^m\psi=0$.

```lean
/-- If `L^m ψ ≠ 0`, then `L^k ψ ≠ 0` for every `k ≤ m`. -/
theorem ladder_ne_zero {L : Matrix n n ℂ} {ψ : n → ℂ} {m k : ℕ}
    (hm : L ^ m *ᵥ ψ ≠ 0) (hk : k ≤ m) : L ^ k *ᵥ ψ ≠ 0 := by
  obtain ⟨j, rfl⟩ : ∃ j, m = j + k := ⟨m - k, by omega⟩
  intro h
  apply hm
  rw [pow_add, ← mulVec_mulVec, h, mulVec_zero]
```

## Means in pure states and in mixtures

For $v\ne0$ the number $r=\langle v,v\rangle$ is real and positive, so $\langle\hat v,\hat v\rangle=r^{-1/2}\,r^{-1/2}\,r=1$. The proof extracts the real `r` with `hr0` ($r\ge0$) and `hr` ($r\neq0$), and `key` is the last equality.

```lean
omit [DecidableEq n] in
/-- A nonzero vector has unit norm after normalisation. -/
theorem normalise_unit {v : n → ℂ} (hv : v ≠ 0) :
    star (normalise v) ⬝ᵥ normalise v = 1 := by
  obtain ⟨h1, h2⟩ := Complex.nonneg_iff.mp (dotProduct_star_self_nonneg v)
  obtain ⟨r, hr0, hd⟩ : ∃ r : ℝ, 0 ≤ r ∧ star v ⬝ᵥ v = (r : ℂ) :=
    ⟨_, h1, Complex.ext (by rw [Complex.ofReal_re]) (by rw [Complex.ofReal_im]; exact h2.symm)⟩
  have hr : r ≠ 0 := by
    rintro rfl
    exact hv (dotProduct_star_self_eq_zero.mp (by rw [hd, Complex.ofReal_zero]))
  have key : (√r)⁻¹ * ((√r)⁻¹ * r) = 1 := by
    rw [← mul_assoc, ← mul_inv, Real.mul_self_sqrt hr0, inv_mul_cancel₀ hr]
  unfold normalise
  rw [star_smul, smul_dotProduct, dotProduct_smul, hd]
  simp only [smul_eq_mul, Complex.ofReal_re, Complex.star_def, Complex.conj_ofReal]
  exact_mod_cast key
```

If also $Av=av$, then $A\hat v=a\hat v$ (`hu`), and cyclicity of the trace gives
$$\operatorname{tr}(P(v)A)=\operatorname{tr}\bigl(|A\hat v\rangle\langle\hat v|\bigr)=\langle\hat v,A\hat v\rangle=a .$$
The matrix $A$ acts on the ket only, so no Hermiticity is used.

```lean
omit [DecidableEq n] in
/-- In the pure state of an eigenvector `v ≠ 0` with `A v = a v`, the mean of `A` is `a`. -/
theorem pure_mean {A : Matrix n n ℂ} {v : n → ℂ} {a : ℂ} (hv : v ≠ 0)
    (hA : A *ᵥ v = a • v) : (pure v * A).trace = a := by
  have hu : A *ᵥ normalise v = a • normalise v := by
    unfold normalise
    rw [mulVec_smul, hA, smul_comm]
  unfold pure
  rw [trace_mul_comm, mul_vecMulVec, trace_vecMulVec, hu, smul_dotProduct, dotProduct_comm,
    normalise_unit hv, smul_eq_mul, mul_one]
```

Linearity of the trace, with $v=L^k\psi$ in the $k$-th term, nonzero by `ladder_ne_zero` and an eigenvector by `ladder_eigen`, yields
$$\operatorname{tr}(\Gamma_w A)=\sum_{k=0}^m w_k\,(a+kc).$$
The identity holds for any real $w_k$.

```lean
/-- If `[A, L] = c L`, `A ψ = a ψ` and `L^m ψ ≠ 0`, the mean of `A` in the mixture with
weights `w` is `∑ₖ wₖ (a + k c)`. -/
theorem mixture_mean {A L : Matrix n n ℂ} {ψ : n → ℂ} {a c : ℂ} {m : ℕ}
    (hA : A * L - L * A = c • L) (hψ : A *ᵥ ψ = a • ψ) (hm : L ^ m *ᵥ ψ ≠ 0)
    (w : Fin (m + 1) → ℝ) :
    (mixture L ψ w * A).trace = ∑ k, (w k : ℂ) * (a + (k : ℕ) * c) := by
  unfold mixture
  rw [Finset.sum_mul, trace_sum]
  refine Finset.sum_congr rfl fun k _ => ?_
  rw [Matrix.smul_mul, trace_smul, smul_eq_mul,
    pure_mean (ladder_ne_zero hm (Nat.lt_succ_iff.mp k.isLt)) (ladder_eigen hA hψ k)]
```

Each $|u\rangle\langle u|$ equals $R^\dagger R$ for the one-row matrix $R=\langle u|$ and is therefore positive semidefinite (`hp`); a sum of such matrices with nonnegative coefficients is too. The trace is the previous formula with $A=1$, $a=1$, $c=0$, which gives $\operatorname{tr}\Gamma_w=\sum_k w_k=1$.

```lean
/-- If `L^m ψ ≠ 0`, the mixture with probability weights is a density matrix. -/
theorem mixture_isDensity {L : Matrix n n ℂ} {ψ : n → ℂ} {m : ℕ} (hm : L ^ m *ᵥ ψ ≠ 0)
    {w : Fin (m + 1) → ℝ} (hw : IsWeight w) : IsDensity (mixture L ψ w) := by
  have hp : ∀ u : n → ℂ, (vecMulVec u (star u)).PosSemidef := by
    intro u
    have : vecMulVec u (star u) = (Matrix.of fun (_ : Unit) j => star (u j))ᴴ *
        (Matrix.of fun (_ : Unit) j => star (u j)) := by
      ext i j
      simp [Matrix.mul_apply, vecMulVec_apply]
    rw [this]
    exact posSemidef_conjTranspose_mul_self _
  constructor
  · exact Finset.sum_induction _ Matrix.PosSemidef (fun _ _ ha hb => ha.add hb)
      PosSemidef.zero fun k _ => (hp _).smul (Complex.zero_le_real.mpr (hw.1 k))
  · -- the trace is the mean of the identity
    have h := mixture_mean (A := 1) (a := 1) (c := 0) (by simp) (by simp) hm w
    simp only [mul_one, mul_zero, add_zero] at h
    rw [h]
    exact_mod_cast hw.2
```

## The averages of $S-k$ fill $[-S,S]$

Let $S$ be real with $2S=m$. For $0\le k\le m$ one has $-S\le S-k\le S$; multiplying by $w_k\ge0$ and summing gives $-S\le\sum_k w_k(S-k)\le S$. Conversely, let $s\in[-S,S]$ and choose $t\in[0,1]$ with $tm=S-s$: for $m>0$ take $t=(S-s)/m$, and for $m=0$, where $S=s=0$, take $t=0$. Put weight $1-t$ on $k=0$ and $t$ on $k=m$. Then
$$(1-t)S+t(S-m)=S-tm=s .$$
The Lean weights are a sum of two `if` terms, so at $m=0$, where both ends are the same index, the single weight is $(1-t)+t=1$. The closing `linear_combination -ht` is the displayed identity, and in the bounding direction `hc` states $\sum_k w_kx=x$ for a constant $x$.

```lean
/-- For `2S = m`, the weighted averages of the values `S - k`, `0 ≤ k ≤ m`, are exactly the
numbers in `[-S, S]`. -/
theorem weights_spin_range {S : ℝ} {m : ℕ} (hS : 2 * S = m) (s : ℝ) :
    s ∈ Set.Icc (-S) S ↔
      ∃ w : Fin (m + 1) → ℝ, IsWeight w ∧ ∑ k, w k * (S - (k : ℕ)) = s := by
  constructor
  · rintro ⟨h1, h2⟩
    obtain ⟨t, t0, t1, ht⟩ : ∃ t : ℝ, 0 ≤ t ∧ t ≤ 1 ∧ t * m = S - s := by
      rcases Nat.eq_zero_or_pos m with h | h
      · have h0 : (m : ℝ) = 0 := by simp [h]
        exact ⟨0, le_rfl, zero_le_one, by linarith⟩
      · have h0 : (0 : ℝ) < m := by exact_mod_cast h
        exact ⟨(S - s) / m, div_nonneg (by linarith) h0.le, (div_le_one h0).mpr (by linarith),
          by field_simp⟩
    -- mix the two ends of the ladder, `k = 0` and `k = m`
    refine ⟨fun k => (if k = 0 then 1 - t else 0) + (if k = Fin.last m then t else 0),
      ⟨fun k => add_nonneg ?_ ?_, ?_⟩, ?_⟩
    · split_ifs <;> linarith
    · split_ifs <;> linarith
    · simp [Finset.sum_add_distrib]
    · simp only [add_mul, ite_mul, zero_mul, Finset.sum_add_distrib, Finset.sum_ite_eq',
        Finset.mem_univ, if_true, Fin.val_zero, Fin.val_last, Nat.cast_zero]
      linear_combination -ht
  · rintro ⟨w, ⟨h0, h1⟩, rfl⟩
    have hc : ∀ x : ℝ, ∑ k, w k * x = x := fun x => by rw [← Finset.sum_mul, h1, one_mul]
    constructor
    · refine (hc (-S)).ge.trans (Finset.sum_le_sum fun k _ => ?_)
      have hk : ((k : ℕ) : ℝ) ≤ m := by exact_mod_cast Nat.lt_succ_iff.mp k.isLt
      exact mul_le_mul_of_nonneg_left (by linarith) (h0 k)
    · refine (Finset.sum_le_sum fun k _ => ?_).trans (hc S).le
      have hk : (0 : ℝ) ≤ ((k : ℕ) : ℝ) := Nat.cast_nonneg _
      exact mul_le_mul_of_nonneg_left (by linarith) (h0 k)
```

## Energy and spin of the ladder mixtures

Let $H$ be the Hamiltonian, $S_z$ the spin projection and $L$ the lowering operator, with
$$HL=LH,\quad [S_z,L]=-L,\quad H\psi=E\psi,\quad S_z\psi=S\psi,\quad 2S=m,\quad L^m\psi\ne0,$$
and $E,S$ real. The mean formula with $A=H$, $a=E$, $c=0$ gives $\operatorname{tr}(\Gamma_wH)=E\sum_k w_k=E$. With $A=S_z$, $a=S$, $c=-1$ it gives $\operatorname{tr}(\Gamma_wS_z)=\sum_k w_k(S-k)$, which is `hs`, and the range of these averages is the interval just found.

In words, `fractional_spin_mixtures` says that for all probability weights $\Gamma_w$ is a density matrix of energy $E$, and that a real $s$ lies in $[-S,S]$ if and only if it is the mean spin of some $\Gamma_w$. The hypothesis `hHL` stands for the spin independence of $H$, of which only commutation with $L$ is needed. The hypothesis `hSL` fixes the sign convention that $L$ lowers $S_z$ by one unit, and leaves the scale of $L$ free. The hypothesis `hS` makes $S$ a nonnegative integer or half-integer. The hypothesis `hm` says that the ladder reaches projection $-S$. It is assumed, since neither a raising operator nor a total-spin operator appears from which it could be derived; accordingly $S$ is the projection of $\psi$, and $\psi$ is not required to be the top of its multiplet. Hermiticity of $H$ and $S_z$ and unit norm of $\psi$ are not among the hypotheses: the eigenvalues are real by their types, and every state is normalised inside `pure`.

```lean
/-- Let `HL = LH`, `[Sz, L] = -L`, `Hψ = Eψ`, `Sz ψ = Sψ`, `2S = m`, `L^m ψ ≠ 0`. Every mixture of
the normalised `L^k ψ`, `0 ≤ k ≤ m`, is a density matrix of energy `E`, and the mean spins of
these mixtures are exactly the numbers in `[-S, S]`. -/
theorem fractional_spin_mixtures {H Sz L : Matrix n n ℂ} {ψ : n → ℂ} {E S : ℝ} {m : ℕ}
    (hHL : H * L = L * H) (hSL : Sz * L - L * Sz = -L) (hH : H *ᵥ ψ = (E : ℂ) • ψ)
    (hSz : Sz *ᵥ ψ = (S : ℂ) • ψ) (hS : 2 * S = m) (hm : L ^ m *ᵥ ψ ≠ 0) :
    (∀ w : Fin (m + 1) → ℝ, IsWeight w →
      IsDensity (mixture L ψ w) ∧ (mixture L ψ w * H).trace = E) ∧
    ∀ s : ℝ, s ∈ Set.Icc (-S) S ↔
      ∃ w : Fin (m + 1) → ℝ, IsWeight w ∧ (mixture L ψ w * Sz).trace = s := by
  constructor
  · intro w hw
    refine ⟨mixture_isDensity hm hw, ?_⟩
    have h1 : ∑ k, (w k : ℂ) = 1 := by exact_mod_cast hw.2
    rw [mixture_mean (c := 0) (by rw [hHL]; simp) hH hm w]
    simp only [mul_zero, add_zero]
    rw [← Finset.sum_mul, h1, one_mul]
  · intro s
    -- the mean spin is the weighted average of `S - k`
    have hs : ∀ w : Fin (m + 1) → ℝ,
        (mixture L ψ w * Sz).trace = ((∑ k, w k * (S - (k : ℕ)) : ℝ) : ℂ) := by
      intro w
      rw [mixture_mean (c := -1) (by rw [hSL]; simp) hSz hm w]
      push_cast
      exact Finset.sum_congr rfl fun k _ => by ring
    rw [weights_spin_range hS s]
    simp only [hs, Complex.ofReal_inj]
```

## The ground-state energy is constant in the mean spin

Add the condition $H-E\ge0$, which makes $H$ Hermitian and $E$ its lowest eigenvalue, so that $\psi$ is a ground state. Any density matrix factorises as $\Gamma=B^\dagger B$, and then
$$\operatorname{tr}(\Gamma H)-E=\operatorname{tr}\bigl(\Gamma(H-E)\bigr)=\operatorname{tr}\bigl(B(H-E)B^\dagger\bigr)\ge0 ,$$
because $B(H-E)B^\dagger$ is positive semidefinite. For $s\in[-S,S]$ a ladder mixture with mean spin $s$ has energy exactly $E$, so
$$\min\{\operatorname{tr}(\Gamma H):\ \Gamma\ge0,\ \operatorname{tr}\Gamma=1,\ \operatorname{tr}(\Gamma S_z)=s\}=E .$$
The set in `constancy_condition` collects the real numbers $e$ that are the energy of some density matrix with mean spin $s$, and $\Gamma$ ranges over all density matrices, not only ladder mixtures. `IsLeast` means that $E$ belongs to the set and bounds it from below. The first branch of the proof supplies the mixture. The second discards the spin constraint (the `-` in the `rintro` pattern), takes `B` from `CStarAlgebra.nonneg_iff_eq_star_mul_self`, proves the trace inequality as `h0`, and expands it to $e-E\ge0$.

```lean
/-- Let `HL = LH`, `[Sz, L] = -L`, `Hψ = Eψ`, `Sz ψ = Sψ`, `2S = m`, `L^m ψ ≠ 0` and `H - E ≥ 0`.
Then for every `s ∈ [-S, S]` the least energy among all density matrices with mean spin `s` is `E`.
-/
theorem constancy_condition {H Sz L : Matrix n n ℂ} {ψ : n → ℂ} {E S : ℝ} {m : ℕ}
    (hHL : H * L = L * H) (hSL : Sz * L - L * Sz = -L) (hH : H *ᵥ ψ = (E : ℂ) • ψ)
    (hSz : Sz *ᵥ ψ = (S : ℂ) • ψ) (hS : 2 * S = m) (hm : L ^ m *ᵥ ψ ≠ 0)
    (hE : (H - (E : ℂ) • 1).PosSemidef) {s : ℝ} (hs : s ∈ Set.Icc (-S) S) :
    IsLeast {e : ℝ | ∃ Γ : Matrix n n ℂ,
      IsDensity Γ ∧ (Γ * Sz).trace = (s : ℂ) ∧ (Γ * H).trace = (e : ℂ)} E := by
  obtain ⟨h1, h2⟩ := fractional_spin_mixtures hHL hSL hH hSz hS hm
  constructor
  · obtain ⟨w, hw, hws⟩ := (h2 s).mp hs
    exact ⟨_, (h1 w hw).1, hws, (h1 w hw).2⟩
  · rintro e ⟨Γ, ⟨hΓ, htr⟩, -, he⟩
    -- with `Γ = B†B`, `tr Γ(H - E) = tr B(H - E)B† ≥ 0`
    obtain ⟨B, hB⟩ := CStarAlgebra.nonneg_iff_eq_star_mul_self.mp hΓ.nonneg
    have h0 : 0 ≤ (Γ * (H - (E : ℂ) • 1)).trace := by
      rw [hB, Matrix.mul_assoc, trace_mul_comm]
      exact (hE.mul_mul_conjTranspose_same B).trace_nonneg
    rw [mul_sub, trace_sub, Matrix.mul_smul, mul_one, trace_smul, htr, he, smul_eq_mul,
      mul_one, ← Complex.ofReal_sub, Complex.zero_le_real] at h0
    linarith
```

For an interacting system in a finite basis at fixed electron number, this is a reference value against which an approximate energy expression at fractional spin can be compared. The constraint is the single number $\operatorname{tr}(\Gamma S_z)$; spin densities in space, external potentials and a functional of the densities are not defined. The flat-plane picture plots the energy over electron number and spin together. With no number operator present, the theorem describes one segment of it, at the electron number of the space on which the matrices act, and it is silent for $|s|>S$.

## Two ferromagnetically coupled spins

Take two spins $1/2$ in the basis $\uparrow\uparrow,\uparrow\downarrow,\downarrow\uparrow,\downarrow\downarrow$, indexed $0$ to $3$, with total $S_z=\operatorname{diag}(1,0,0,-1)$, total lowering operator $L$, and $H=1-\text{swap}$, where swap exchanges the two spins. With $b=(0,1,-1,0)$ as a row, $H=b^\dagger b\ge0$ (`hB`). The state $\psi=(1,0,0,0)$ has $E=0$ and $S=1$, so $m=2$. Lowering gives $L\psi=(0,1,1,0)$, normalised to $(0,1,1,0)/\sqrt2$, and $L^2\psi=(0,0,0,2)$, normalised to $(0,0,0,1)$; `h3` is the entry $2$ at index $3$. The theorem `two_spin_witness` verifies the two commutators and the two eigenvalue equations entry by entry, together with $L^2\psi\neq0$ and $H-0\ge0$.

```lean
/-- Two spins 1/2 in the basis `↑↑, ↑↓, ↓↑, ↓↓`, with `H = 1 - swap`, total `Sz`, total lowering
operator `L` and `ψ = ↑↑`, satisfy `HL = LH`, `[Sz, L] = -L`, `Hψ = 0ψ`, `Sz ψ = 1ψ`, `L² ψ ≠ 0` and
`H - 0 ≥ 0`. -/
theorem two_spin_witness :
    let H : Matrix (Fin 4) (Fin 4) ℂ := !![0, 0, 0, 0; 0, 1, -1, 0; 0, -1, 1, 0; 0, 0, 0, 0]
    let Sz : Matrix (Fin 4) (Fin 4) ℂ := !![1, 0, 0, 0; 0, 0, 0, 0; 0, 0, 0, 0; 0, 0, 0, -1]
    let L : Matrix (Fin 4) (Fin 4) ℂ := !![0, 0, 0, 0; 1, 0, 0, 0; 1, 0, 0, 0; 0, 1, 1, 0]
    let ψ : Fin 4 → ℂ := ![1, 0, 0, 0]
    H * L = L * H ∧ Sz * L - L * Sz = -L ∧ H *ᵥ ψ = (0 : ℂ) • ψ ∧ Sz *ᵥ ψ = (1 : ℂ) • ψ ∧
      L ^ 2 *ᵥ ψ ≠ 0 ∧ (H - (0 : ℂ) • 1).PosSemidef := by
  intro H Sz L ψ
  refine ⟨?_, ?_, ?_, ?_, ?_, ?_⟩
  · ext i j
    fin_cases i <;> fin_cases j <;> simp [H, L, Matrix.mul_apply, Fin.sum_univ_succ]
  · ext i j
    fin_cases i <;> fin_cases j <;> simp [Sz, L]
  · ext i
    fin_cases i <;> simp [H, ψ, mulVec, dotProduct, Fin.sum_univ_succ]
  · ext i
    fin_cases i <;> simp [Sz, ψ, mulVec, dotProduct, Fin.sum_univ_succ]
  · have h3 : (L ^ 2 *ᵥ ψ) 3 = 2 := by
      rw [pow_two, ← mulVec_mulVec]
      simp [L, ψ, mulVec, dotProduct, Fin.sum_univ_succ]
      norm_num
    intro h
    rw [h] at h3
    norm_num at h3
  · have hB : H = (!![0, 1, -1, 0] : Matrix (Fin 1) (Fin 4) ℂ)ᴴ *
        (!![0, 1, -1, 0] : Matrix (Fin 1) (Fin 4) ℂ) := by
      ext i j
      fin_cases i <;> fin_cases j <;> simp [H, Matrix.mul_apply, conjTranspose_apply]
    rw [zero_smul, sub_zero, hB]
    exact posSemidef_conjTranspose_mul_self _

end

end FractionalSpin
```

```lean
#print axioms FractionalSpin.fractional_spin_mixtures
#print axioms FractionalSpin.constancy_condition
```

```
'FractionalSpin.fractional_spin_mixtures' depends on axioms: [propext, Classical.choice, Quot.sound]
'FractionalSpin.constancy_condition' depends on axioms: [propext, Classical.choice, Quot.sound]
```

The numbers that follow, including the magnetic-field case, are direct arithmetic and not theorems of the file. For $s=1/4$ the construction above has $t=(1-\tfrac14)/2=\tfrac38$, weights $(w_0,w_1,w_2)=(\tfrac58,0,\tfrac38)$ and $\Gamma_w=\operatorname{diag}(\tfrac58,0,0,\tfrac38)$, with mean spin $\tfrac58-\tfrac38=\tfrac14$ and energy $0$. The weights $(\tfrac12,\tfrac14,\tfrac14)$ give a different state,
$$\Gamma_w=\begin{pmatrix}\tfrac12&0&0&0\\0&\tfrac18&\tfrac18&0\\0&\tfrac18&\tfrac18&0\\0&0&0&\tfrac14\end{pmatrix},$$
with the same mean spin $\tfrac12-\tfrac14=\tfrac14$ and energy $b\,\Gamma_w b^\dagger=\tfrac18(1-1-1+1)=0$. Deleting the off-diagonal entries leaves a density matrix of mean spin $\tfrac14$ that contains some singlet, and its energy is $\tfrac18+\tfrac18=\tfrac14$, not below $E=0$, as the lower bound requires.

## A magnetic field tilts the line

Take one spin $1/2$ with $S_z=\operatorname{diag}(\tfrac12,-\tfrac12)$, $L=\begin{pmatrix}0&0\\1&0\end{pmatrix}$, $\psi=(1,0)$, and the Zeeman Hamiltonian $H=\tfrac12-S_z=\operatorname{diag}(0,1)$. Here $E=0$, $S=\tfrac12$, $m=1$, $[S_z,L]=-L$, $L\psi=(0,1)\ne0$ and $H-E\ge0$, but $HL=L$ while $LH=0$, so `hHL` alone fails. The mixture with weights $(1-t,t)$ has energy $t$ and mean spin $\tfrac12-t$. Every density matrix with mean spin $s$ has energy $\operatorname{tr}\bigl(\Gamma(\tfrac12-S_z)\bigr)=\tfrac12-s$, which equals $E$ only at $s=\tfrac12$ and rises to $1$ at $s=-\tfrac12$.
